# Angular integral of the inverse squared momentum transfer for two momenta of unequal length

For two momenta of different positive lengths p and q, with u the cosine of the angle between them, the squared momentum transfer is p² + q² − 2pqu. The theorem `angular_integral` says that the integral of its inverse over u from −1 to 1 equals ln|(p+q)/(p−q)|/(pq). Since the lengths differ, the denominator never vanishes on this range. The proof proposes −ln(p² + q² − 2pqu)/(2pq) as an antiderivative, checks its derivative in `hderiv`, and evaluates it at the two endpoints.

Lean 4 with Mathlib refuses this proof:

```lean
import Mathlib

open Real MeasureTheory

namespace UniformGasExchange

noncomputable section

/-- For momenta of different positive lengths `p` and `q`, the inverse square of the momentum
transfer, integrated over the cosine of the angle between them, is `ln|(p+q)/(p-q)| / (pq)`. -/
theorem angular_integral {p q : ℝ} (hp : 0 < p) (hq : 0 < q) (hne : q ≠ p) :
    ∫ u in (-1 : ℝ)..1, 1 / (p ^ 2 + q ^ 2 - 2 * p * q * u)
      = Real.log |(p + q) / (p - q)| / (p * q) := by
  have hsub : p - q ≠ 0 := sub_ne_zero.mpr hne.symm
  have hadd : p + q ≠ 0 := by positivity
  have hpq : 0 < p * q := mul_pos hp hq
  -- the squared momentum transfer never vanishes
  have hpos : ∀ u ∈ Set.uIcc (-1 : ℝ) 1, p ^ 2 + q ^ 2 - 2 * p * q * u ≠ 0 := by
    intro u hu
    rw [Set.uIcc_of_le (by norm_num)] at hu
    have h1 : 0 < (p - q) ^ 2 := by positivity
    have h2 : 0 ≤ p * q * (1 - u) := mul_nonneg hpq.le (by linarith [hu.2])
    have h3 : 0 < p ^ 2 + q ^ 2 - 2 * p * q * u := by nlinarith
    exact h3.ne'
  have hderiv : ∀ u ∈ Set.uIcc (-1 : ℝ) 1,
      HasDerivAt (fun u => -(1 / (2 * p * q)) * Real.log (p ^ 2 + q ^ 2 - 2 * p * q * u))
        (1 / (p ^ 2 + q ^ 2 - 2 * p * q * u)) u := by
    intro u hu
    have h0 := hpos u hu
    have h1 := ((((hasDerivAt_id' u).const_mul (2 * p * q)).const_sub
      (p ^ 2 + q ^ 2)).log h0).const_mul (-(1 / (2 * p * q)))
    convert h1 using 1
    have h2 : 1 / (2 * p * q) * (2 * p * q) = 1 := by field_simp
    linear_combination (-(1 / (p ^ 2 + q ^ 2 - 2 * p * q * u))) * h2
  have hint : IntervalIntegrable (fun u : ℝ => 1 / (p ^ 2 + q ^ 2 - 2 * p * q * u))
      volume (-1) 1 :=
    (ContinuousOn.div continuousOn_const (by fun_prop) hpos).intervalIntegrable
  rw [intervalIntegral.integral_eq_sub_of_hasDerivAt hderiv hint,
    show p ^ 2 + q ^ 2 - 2 * p * q * 1 = (p - q) ^ 2 by ring,
    show p ^ 2 + q ^ 2 - 2 * p * q * (-1) = (p + q) ^ 2 by ring,
    Real.log_pow, Real.log_pow, Real.log_abs, Real.log_div hadd hsub]
  push_cast
  field_simp
  ring

end

end UniformGasExchange
```

The error:

```
Main.lean:34:26: error(lean.synthInstanceFailed): failed to synthesize instance of type class
  OfNat (AddCommGroup ℝ) 1
numerals are polymorphic in Lean, but the numeral `1` cannot be used in a context where the expected type is
  AddCommGroup ℝ
due to the absence of the instance above

Hint: Type class instance resolution failures can be inspected with the `set_option trace.Meta.synthInstance true` command.
Main.lean:34:31: error(lean.synthInstanceFailed): failed to synthesize instance of type class
  HPow ℝ ℕ (AddCommGroup ℝ)

Hint: Type class instance resolution failures can be inspected with the `set_option trace.Meta.synthInstance true` command.
Main.lean:34:39: error(lean.synthInstanceFailed): failed to synthesize instance of type class
  HPow ℝ ℕ (AddCommGroup ℝ)

Hint: Type class instance resolution failures can be inspected with the `set_option trace.Meta.synthInstance true` command.
Main.lean:34:47: error(lean.synthInstanceFailed): failed to synthesize instance of type class
  OfNat (AddCommGroup ℝ) 2
numerals are polymorphic in Lean, but the numeral `2` cannot be used in a context where the expected type is
  AddCommGroup ℝ
due to the absence of the instance above

Hint: Type class instance resolution failures can be inspected with the `set_option trace.Meta.synthInstance true` command.
Main.lean:34:31: error(lean.synthInstanceFailed): failed to synthesize instance of type class
  HAdd (AddCommGroup ℝ) (AddCommGroup ℝ) ?m.1018

Hint: Type class instance resolution failures can be inspected with the `set_option trace.Meta.synthInstance true` command.
```

All five errors come from the coefficient given to `linear_combination` in `hderiv`. Lean was trying to read it, numerals, powers and sum included, as an element of `AddCommGroup ℝ`, the type of additive commutative group structures on ℝ, where none of these operations exist. `linear_combination` takes that type from the goal, so the goal it faced was an equation between two such structures and not between two derivatives. It came from `convert h1 using 1`, which matches the arguments of `HasDerivAt` one by one, the implicit group structure among them, and had failed to identify the structure in `h1` with the one in the goal.

The repair uses `h1.congr_deriv`, which asks only for a proof that the two derivative values are equal. The group structures are now compared by unfolding definitions, and they agree. The new equation has the derivative from `h1` on the left, whereas `convert` would put it on the right, so the coefficient loses its minus sign. Placing the new step after `h2` instead of before it is mere tidying.

The repair, with which the file compiles:

```diff
@@ -30,7 +30,7 @@
     have h1 := ((((hasDerivAt_id' u).const_mul (2 * p * q)).const_sub
       (p ^ 2 + q ^ 2)).log h0).const_mul (-(1 / (2 * p * q)))
-    convert h1 using 1
     have h2 : 1 / (2 * p * q) * (2 * p * q) = 1 := by field_simp
-    linear_combination (-(1 / (p ^ 2 + q ^ 2 - 2 * p * q * u))) * h2
+    refine h1.congr_deriv ?_
+    linear_combination (1 / (p ^ 2 + q ^ 2 - 2 * p * q * u)) * h2
   have hint : IntervalIntegrable (fun u : ℝ => 1 / (p ^ 2 + q ^ 2 - 2 * p * q * u))
       volume (-1) 1 :=
```
